# A pole at twice the excitation energy in a one-mode adiabatic quadratic response

## One mode of unit energy

Take a single excitation of energy $1$, in units with $\hbar = 1$ so that energies and frequencies coincide. Its linear response at real frequency $w$, with the strength of the excitation normalised to one, is $L(w) = 1/(1-w^2)$. Drive the system at frequency $w/2$ and look at the second harmonic, at frequency $w$. With unit coupling the model response is $F(w) = L(w)\,L(w/2)^2$. The inner factor is
$$L(w/2) = \frac{1}{1-w^2/4} = \frac{4}{(2-w)(2+w)},$$
so for $w \neq \pm 2$ one has $(w-2)\,L(w/2) = -4/(2+w)$, which tends to $-1$ as $w \to 2$. The outer factor is finite there, $L(2) = -1/3$. Therefore
$$(w-2)^2 F(w) = L(w)\,\frac{16}{(2+w)^2} \;\longrightarrow\; -\frac13 .$$
At $w = 2.01$ the left side is about $-0.327$. The two inner factors are resonant together at $w = 2$ and produce a double pole there. A different nonzero coupling would multiply $F$ by a constant and leave the denominators, and hence the position of the pole, untouched.

## A frequency-independent coupling

Let $W > 0$ be the excitation energy of the mode and
$$L(w) = \frac{1}{W^2 - w^2}.$$
The product form has a simple origin. A coordinate $x$ obeying $\ddot x + W^2 x + \alpha x^2 = E e^{-i\nu t}$, with anharmonic constant $\alpha$, drive amplitude $E$ and drive frequency $\nu$, responds at first order in $E$ with $x_1 = L(\nu) E e^{-i\nu t}$. At second order the term $-\alpha x_1^2$ acts as a source at frequency $2\nu$, and $x_2 = -\alpha\, L(2\nu) L(\nu)^2 E^2 e^{-2i\nu t}$. With $w = 2\nu$ and $g = -\alpha$ the coefficient of $E^2 e^{-iwt}$ is
$$F(w) = g\,L(w)\,L(w/2)^2 .$$

In time-dependent density functional theory an adiabatic approximation lets the exchange-correlation potential depend on the instantaneous density only, so its functional derivatives carry no frequency. The real constant $g$ stands, up to sign and numerical factors, for the second derivative of that potential projected on the one mode, and $W$ is the energy already found in linear response. The second-order response of the noninteracting Kohn–Sham system, which the full theory also contains, is left out of the model. That $g$ does not depend on $w$ is the postulate that the word "adiabatic" refers to here.

A doubly excited state of an interacting system has an energy $E_D$ above the ground state that generally differs from $2W$, and the difference $E_D - 2W$ is the anharmonic shift. A sum over exact states contains denominators of the form $(E_D - w)(W - w/2)$. For this one-mode, undamped model with constant $g \neq 0$, the only positive frequencies at which $F$ diverges are $W$ and $2W$, so no value of the coupling places a resonance at a shifted double-excitation energy.

## Limits at $W$, $2W$ and $nW$

For an integer $n \ge 1$ define also $F_n(w) = g\,L(w)\,L(w/n)^n$, in which $n$ quanta of frequency $w/n$ combine through one constant coupling. All limits below are two-sided limits along the real axis with the limit point excluded, and $W > 0$ throughout. For every real $g$,
$$(w-2W)^2 F(w) \to -\frac{g}{3W^4} \quad (w \to 2W), \qquad (w-W) F(w) \to -\frac{8g}{9W^5} \quad (w \to W),$$
and for $n \ge 2$
$$(w-nW)^n F_n(w) \to \frac{g}{(1-n^2)W^2}\left(-\frac{n}{2W}\right)^{n} \quad (w \to nW).$$
At $n = 2$ the last expression equals $-g/(3W^4)$, and at $n = 3$ it equals $27g/(64W^5)$.

For $g \neq 0$ two more statements hold. As $w \to 2W$, $|(w-2W)F(w)| \to \infty$ while $(w-2W)^3F(w) \to 0$, so the order of the pole is exactly two. And for a frequency $w_0 > 0$, $|F(w)| \to \infty$ as $w \to w_0$ if and only if $w_0 = W$ or $w_0 = 2W$.

## Factorising the resonant denominator

For a real number $c \neq 0$,
$$W^2 - \frac{w^2}{c^2} = \frac{(cW-w)(cW+w)}{c^2}.$$
For $w \neq \pm cW$ the factor $cW - w$ cancels against $w - cW$ up to a sign:
$$(w - cW)\,L(w/c) = -\frac{c^2}{cW+w}.$$
If $c > 0$ then $cW > 0$, the right side is continuous at $w = cW$, and its value there is $-c^2/(2cW) = -c/(2W)$.

At $2W$ write $(w-2W)^2F(w) = g\,L(w)\,[(w-2W)L(w/2)]^2$. The bracket tends to $-2/(2W) = -1/W$. Since $(2W)^2 \neq W^2$, $L$ is continuous at $2W$ with $L(2W) = 1/(W^2-4W^2) = -1/(3W^2)$. The product of the limits is $g\cdot(-1/(3W^2))\cdot(1/W^2) = -g/(3W^4)$.

At $nW$ the same grouping gives $g\,L(w)\,[(w-nW)L(w/n)]^n$, with bracket tending to $-n/(2W)$ and $L(nW) = 1/((1-n^2)W^2)$, finite because $n \ge 2$.

At $W$ the roles are exchanged. With $c = 1$, $(w-W)L(w) \to -1/(2W)$, while $L(W/2) = 1/(W^2 - W^2/4) = 4/(3W^2)$ is finite. The limit is $g\cdot(-1/(2W))\cdot 16/(9W^4) = -8g/(9W^5)$.

To pass from a limit to a divergence, let $f$ be a real function, $a$ a point and $k \ge 1$ an integer, and suppose that $(w-a)^k f(w)$ has a nonzero limit. For $w \neq a$,
$$|f(w)| = \frac{1}{|(w-a)^k|}\,\bigl|(w-a)^k f(w)\bigr| ,$$
where the first factor tends to $+\infty$ and the second to a positive number, so $|f| \to \infty$. For $g \neq 0$ this applies to $f = F$ at $W$ with $k = 1$ and at $2W$ with $k = 2$. It also applies to $f = (w-2W)F$ with $k = 1$, which gives the first half of the statement on the order. The second half is a product: $(w-2W)^3F = (w-2W)\cdot(w-2W)^2F \to 0\cdot(-g/(3W^4)) = 0$.

Conversely, let $w_0 > 0$ differ from $W$ and from $2W$. Positive numbers with equal squares are equal, so $w_0^2 \neq W^2$ and $(w_0/2)^2 \neq W^2$. Both $L(w)$ and $L(w/2)$ are then continuous at $w_0$, and $|F|$ has the finite limit $|F(w_0)|$.

## The responses and their limits in Lean

```lean
import Mathlib

open Filter Topology

namespace AdiabaticDoubleExcitation

noncomputable section

/-- Linear response of a single mode with excitation energy `W` at frequency `w`. -/
def linResp (W w : ℝ) : ℝ := 1 / (W ^ 2 - w ^ 2)

/-- One-mode model quadratic response `g L(w) L(w/2)²` with a frequency-independent coupling `g`. -/
def quadResp (g W w : ℝ) : ℝ := g * linResp W w * linResp W (w / 2) ^ 2

/-- Model `n`-th harmonic term (no cascaded contributions) `g L(w) L(w/n)ⁿ` with a
frequency-independent coupling `g`. -/
def harmResp (n : ℕ) (g W w : ℝ) : ℝ := g * linResp W w * linResp W (w / n) ^ n

/-- For `c ≠ 0` and away from `w = ± c W`, the product `(w - c W) L(w/c)` equals `-c² / (c W + w)`.
-/
theorem linResp_factor {W c w : ℝ} (hc : c ≠ 0) (h1 : w ≠ c * W) (h2 : c * W + w ≠ 0) :
    (w - c * W) * linResp W (w / c) = -(c ^ 2) / (c * W + w) := by
  have h : W ^ 2 - (w / c) ^ 2 = (c * W - w) * (c * W + w) / c ^ 2 := by
    rw [div_pow, eq_div_iff (pow_ne_zero 2 hc), sub_mul,
      div_mul_cancel₀ _ (pow_ne_zero 2 hc)]
    ring
  have h1' : c * W - w ≠ 0 := sub_ne_zero.mpr h1.symm
  unfold linResp
  rw [h, one_div_div, ← mul_div_assoc, div_eq_div_iff (mul_ne_zero h1' h2) h2]
  ring

/-- For `c > 0` and `W > 0`, as `w → c W` with `w ≠ c W`, the product `(w - c W) L(w/c)` tends to
`-c / (2 W)`. -/
theorem linResp_residue {W c : ℝ} (hc : 0 < c) (hW : 0 < W) :
    Tendsto (fun w => (w - c * W) * linResp W (w / c)) (𝓝[≠] (c * W))
      (𝓝 (-c / (2 * W))) := by
  have hpos : 0 < c * W := mul_pos hc hW
  have hne : c * W + c * W ≠ 0 := by positivity
  have hcont : ContinuousAt (fun w : ℝ => -(c ^ 2) / (c * W + w)) (c * W) :=
    continuousAt_const.div (by fun_prop) (by exact hne)
  have hval : -(c ^ 2) / (c * W + c * W) = -c / (2 * W) := by
    rw [div_eq_div_iff hne (by positivity)]
    ring
  have h : Tendsto (fun w : ℝ => -(c ^ 2) / (c * W + w)) (𝓝[≠] (c * W))
      (𝓝 (-(c ^ 2) / (c * W + c * W))) := hcont.tendsto.mono_left nhdsWithin_le_nhds
  rw [hval] at h
  -- near the resonance the factorised form holds
  refine h.congr' ?_
  filter_upwards [self_mem_nhdsWithin, mem_nhdsWithin_of_mem_nhds (Ioi_mem_nhds hpos)]
    with w h1 h2
  have hw : 0 < w := h2
  exact (linResp_factor hc.ne' h1 (by positivity)).symm

/-- The linear response is continuous at every frequency with `w² ≠ W²`. -/
theorem linResp_continuousAt {W w : ℝ} (h : w ^ 2 ≠ W ^ 2) :
    ContinuousAt (linResp W) w := by
  show ContinuousAt (fun x : ℝ => 1 / (W ^ 2 - x ^ 2)) w
  exact continuousAt_const.div (by fun_prop) (by exact sub_ne_zero.mpr h.symm)

/-- The half-frequency response `L(w/2)` is continuous wherever `(w/2)² ≠ W²`. -/
theorem linResp_half_continuousAt {W w : ℝ} (h : (w / 2) ^ 2 ≠ W ^ 2) :
    ContinuousAt (fun x => linResp W (x / 2)) w := by
  show ContinuousAt (fun x : ℝ => 1 / (W ^ 2 - (x / 2) ^ 2)) w
  exact continuousAt_const.div (by fun_prop) (by exact sub_ne_zero.mpr h.symm)

/-- For `W > 0`, as `w → 2 W` with `w ≠ 2 W`, the product `(w - 2 W)² F(w)` tends to `-g / (3 W⁴)`.
-/
theorem quadResp_double_pole (g : ℝ) {W : ℝ} (hW : 0 < W) :
    Tendsto (fun w => (w - 2 * W) ^ 2 * quadResp g W w) (𝓝[≠] (2 * W))
      (𝓝 (-g / (3 * W ^ 4))) := by
  have hW2 : 0 < W ^ 2 := by positivity
  -- the outer factor `L(w)` is regular at `2 W`
  have hL : Tendsto (linResp W) (𝓝[≠] (2 * W)) (𝓝 (linResp W (2 * W))) :=
    (linResp_continuousAt (by intro h; nlinarith)).tendsto.mono_left nhdsWithin_le_nhds
  have h := (hL.const_mul g).mul ((linResp_residue two_pos hW).pow 2)
  have hval : g * linResp W (2 * W) * (-2 / (2 * W)) ^ 2 = -g / (3 * W ^ 4) := by
    have e : W ^ 2 - (2 * W) ^ 2 = -(3 * W ^ 2) := by ring
    have hW' : W ≠ 0 := hW.ne'
    unfold linResp
    rw [e]
    field_simp
  rw [← hval]
  refine h.congr (fun w => ?_)
  simp only [quadResp]
  ring

/-- For `n ≥ 2` and `W > 0`, as `w → n W` with `w ≠ n W`, the product `(w - n W)ⁿ Fₙ(w)` tends to `g
/ ((1 - n²) W²) · (-n / (2 W))ⁿ`. -/
theorem harmResp_pole {n : ℕ} (hn : 2 ≤ n) (g : ℝ) {W : ℝ} (hW : 0 < W) :
    Tendsto (fun w => (w - n * W) ^ n * harmResp n g W w) (𝓝[≠] (n * W))
      (𝓝 (g / ((1 - (n : ℝ) ^ 2) * W ^ 2) * (-(n : ℝ) / (2 * W)) ^ n)) := by
  have hn' : (2 : ℝ) ≤ n := by exact_mod_cast hn
  have hn0 : (0 : ℝ) < n := by linarith
  have h4 : 0 < ((n : ℝ) ^ 2 - 1) * W ^ 2 := mul_pos (by nlinarith) (by positivity)
  have hL : Tendsto (linResp W) (𝓝[≠] (n * W)) (𝓝 (linResp W (n * W))) :=
    (linResp_continuousAt (by intro h; nlinarith)).tendsto.mono_left nhdsWithin_le_nhds
  have h := (hL.const_mul g).mul ((linResp_residue hn0 hW).pow n)
  have hval : g * linResp W (n * W) = g / ((1 - (n : ℝ) ^ 2) * W ^ 2) := by
    have e : W ^ 2 - (n * W) ^ 2 = (1 - (n : ℝ) ^ 2) * W ^ 2 := by ring
    unfold linResp
    rw [e, mul_one_div]
  rw [← hval]
  refine h.congr (fun w => ?_)
  simp only [harmResp, mul_pow]
  ring

/-- For `W > 0`, as `w → W` with `w ≠ W`, the product `(w - W) F(w)` tends to `-8 g / (9 W⁵)`. -/
theorem quadResp_single_pole (g : ℝ) {W : ℝ} (hW : 0 < W) :
    Tendsto (fun w => (w - W) * quadResp g W w) (𝓝[≠] W)
      (𝓝 (-(8 * g) / (9 * W ^ 5))) := by
  have hW2 : 0 < W ^ 2 := by positivity
  have h1 := linResp_residue one_pos hW
  simp only [one_mul, div_one] at h1
  -- here the inner factors `L(w/2)` are the regular ones
  have hL : Tendsto (fun x => linResp W (x / 2)) (𝓝[≠] W) (𝓝 (linResp W (W / 2))) :=
    (linResp_half_continuousAt (by intro h; nlinarith)).tendsto.mono_left nhdsWithin_le_nhds
  have h := (h1.const_mul g).mul (hL.pow 2)
  have hval : g * (-1 / (2 * W)) * linResp W (W / 2) ^ 2 = -(8 * g) / (9 * W ^ 5) := by
    have e : W ^ 2 - (W / 2) ^ 2 = 3 * W ^ 2 / 4 := by ring
    have hW' : W ≠ 0 := hW.ne'
    unfold linResp
    rw [e]
    field_simp
    ring
  rw [← hval]
  refine h.congr (fun w => ?_)
  simp only [quadResp]
  ring

/-- If `(w - a)ᵏ f(w)` with `k ≥ 1` has a nonzero limit as `w → a`, then `|f(w)|` diverges
as `w → a`. -/
theorem diverges_of_pole {f : ℝ → ℝ} {a c : ℝ} {k : ℕ} (hk : k ≠ 0) (hc : c ≠ 0)
    (h : Tendsto (fun w => (w - a) ^ k * f w) (𝓝[≠] a) (𝓝 c)) :
    Tendsto (fun w => |f w|) (𝓝[≠] a) atTop := by
  have hcont : ContinuousAt (fun w : ℝ => |(w - a) ^ k|) a := by fun_prop
  have h1 : Tendsto (fun w : ℝ => |(w - a) ^ k|) (𝓝[≠] a) (𝓝 (|(a - a) ^ k|)) :=
    hcont.tendsto.mono_left nhdsWithin_le_nhds
  rw [sub_self, zero_pow hk, abs_zero] at h1
  have h0 : Tendsto (fun w : ℝ => |(w - a) ^ k|) (𝓝[≠] a) (𝓝[>] 0) := by
    refine tendsto_nhdsWithin_iff.mpr ⟨h1, ?_⟩
    filter_upwards [self_mem_nhdsWithin] with w hw
    exact abs_pos.mpr (pow_ne_zero _ (sub_ne_zero.mpr hw))
  -- `|f| = |(w - a)ᵏ|⁻¹ · |(w - a)ᵏ f|`, infinity times a positive limit
  have h2 := (tendsto_inv_nhdsGT_zero.comp h0).atTop_mul_pos (abs_pos.mpr hc) h.abs
  refine h2.congr' ?_
  filter_upwards [self_mem_nhdsWithin] with w hw
  have hp : |(w - a) ^ k| ≠ 0 := abs_ne_zero.mpr (pow_ne_zero _ (sub_ne_zero.mpr hw))
  show (|(w - a) ^ k|)⁻¹ * |(w - a) ^ k * f w| = |f w|
  rw [abs_mul, inv_mul_cancel_left₀ hp]

/-- For `g ≠ 0`, `W > 0` and `w → 2 W` with `w ≠ 2 W`, the quantity `|(w - 2 W) F(w)|` diverges
while `(w - 2 W)³ F(w)` tends to zero. -/
theorem quadResp_pole_order {g W : ℝ} (hg : g ≠ 0) (hW : 0 < W) :
    Tendsto (fun w => |(w - 2 * W) * quadResp g W w|) (𝓝[≠] (2 * W)) atTop ∧
    Tendsto (fun w => (w - 2 * W) ^ 3 * quadResp g W w) (𝓝[≠] (2 * W)) (𝓝 0) := by
  have h := quadResp_double_pole g hW
  have hc : -g / (3 * W ^ 4) ≠ 0 := div_ne_zero (neg_ne_zero.mpr hg) (by positivity)
  constructor
  · refine diverges_of_pole (f := fun w => (w - 2 * W) * quadResp g W w) one_ne_zero hc ?_
    exact h.congr (fun w => by ring)
  · have hcont : ContinuousAt (fun w : ℝ => w - 2 * W) (2 * W) := by fun_prop
    have h1 : Tendsto (fun w : ℝ => w - 2 * W) (𝓝[≠] (2 * W)) (𝓝 (2 * W - 2 * W)) :=
      hcont.tendsto.mono_left nhdsWithin_le_nhds
    have h2 := h1.mul h
    rw [sub_self, zero_mul] at h2
    exact h2.congr (fun w => by ring)

/-- For `g ≠ 0` and `W > 0`, the absolute value of `quadResp g W` diverges at a positive frequency
`w₀` if and only if `w₀ = W` or `w₀ = 2 W`. -/
theorem quadResp_diverges_iff {g W w₀ : ℝ} (hg : g ≠ 0) (hW : 0 < W) (hw : 0 < w₀) :
    Tendsto (fun w => |quadResp g W w|) (𝓝[≠] w₀) atTop ↔ w₀ = W ∨ w₀ = 2 * W := by
  constructor
  · intro hdiv
    by_contra hno
    have hA : w₀ ^ 2 ≠ W ^ 2 := fun h => hno (Or.inl ((sq_eq_sq₀ hw.le hW.le).mp h))
    have hB : (w₀ / 2) ^ 2 ≠ W ^ 2 := fun h => by
      have e : w₀ / 2 = W := (sq_eq_sq₀ (half_pos hw).le hW.le).mp h
      exact hno (Or.inr (by linarith))
    -- off both resonances every factor has a finite limit
    have h1 : Tendsto (linResp W) (𝓝[≠] w₀) (𝓝 (linResp W w₀)) :=
      (linResp_continuousAt hA).tendsto.mono_left nhdsWithin_le_nhds
    have h2 : Tendsto (fun x => linResp W (x / 2)) (𝓝[≠] w₀) (𝓝 (linResp W (w₀ / 2))) :=
      (linResp_half_continuousAt hB).tendsto.mono_left nhdsWithin_le_nhds
    have h3 : Tendsto (fun w => |quadResp g W w|) (𝓝[≠] w₀) (𝓝 (|quadResp g W w₀|)) :=
      ((h1.const_mul g).mul (h2.pow 2)).abs
    exact not_tendsto_atTop_of_tendsto_nhds h3 hdiv
  · rintro (h | h)
    · rw [h]
      have hc : -(8 * g) / (9 * W ^ 5) ≠ 0 :=
        div_ne_zero (neg_ne_zero.mpr (mul_ne_zero (by norm_num) hg)) (by positivity)
      refine diverges_of_pole one_ne_zero hc ?_
      exact (quadResp_single_pole g hW).congr (fun w => by ring)
    · rw [h]
      have hc : -g / (3 * W ^ 4) ≠ 0 := div_ne_zero (neg_ne_zero.mpr hg) (by positivity)
      exact diverges_of_pole two_ne_zero hc (quadResp_double_pole g hW)

end

end AdiabaticDoubleExcitation
```

```lean
#print axioms AdiabaticDoubleExcitation.harmResp_pole
#print axioms AdiabaticDoubleExcitation.quadResp_pole_order
#print axioms AdiabaticDoubleExcitation.quadResp_diverges_iff
```

```
'AdiabaticDoubleExcitation.harmResp_pole' depends on axioms: [propext, Classical.choice, Quot.sound]
'AdiabaticDoubleExcitation.quadResp_pole_order' depends on axioms: [propext, Classical.choice, Quot.sound]
'AdiabaticDoubleExcitation.quadResp_diverges_iff' depends on axioms: [propext, Classical.choice, Quot.sound]
```

## What the theorems say about the model

The definitions `linResp W w`, `quadResp g W w` and `harmResp n g W w` are $L(w)$, $F(w)$ and $F_n(w)$, with `W`, `w`, `g` real and `n` a natural number. The argument `w` is the output frequency, so the drive frequency is `w / 2` or `w / n`. The sign convention is $L(0) = 1/W^2 > 0$. The hypothesis `0 < W` says that the excited state lies above the ground state.

A statement `Tendsto` from `𝓝[≠] (2 * W)` to `𝓝 (-g / (3 * W ^ 4))` is the limit as $w \to 2W$ with $w \neq 2W$, from both sides. The exclusion matters because Lean sets $1/0 = 0$, so the functions take a meaningless value exactly at a resonance, and `𝓝[≠]` never sees it. The target `atTop`, applied to an absolute value, means growth beyond every bound.

In these terms `quadResp_double_pole`, `quadResp_single_pole` and `harmResp_pole` are the three limits, and none of them has a hypothesis on `g`. The theorem `quadResp_pole_order` adds `g ≠ 0` and states the conjunction that fixes the order at $2W$. The theorem `quadResp_diverges_iff` adds `g ≠ 0` and `0 < w₀` and states the equivalence; its right side, `w₀ = W ∨ w₀ = 2 * W`, does not contain `g`, so the positive frequencies at which this model function diverges are the same for every nonzero coupling.

The product form of $F$ is assumed as a definition and is not derived from the Kohn–Sham equations. There is one mode, one coupling term, equal input frequencies, and no damping. A pole is characterised by real limits, not by continuation to complex frequency. For general $n$, the function $F_n$ omits the cascaded terms that pass through intermediate harmonics, and only its limit at $nW$ is treated, not its order or the list of its resonances. No exact double-excitation energy enters any statement.

## Products of limits in the tactic steps

`linResp_factor` is the cancellation identity. It first rewrites the denominator as $(cW-w)(cW+w)/c^2$, then cross-multiplies with `div_eq_div_iff` and closes the polynomial identity with `ring`. `linResp_residue` shows that $-c^2/(cW+w)$ is continuous at $cW$, evaluates it there (`hval`), and restricts the limit to the punctured neighbourhood with `mono_left nhdsWithin_le_nhds`. The identity is proved only away from $\pm cW$, so `congr'` transfers the limit using agreement near the point: `filter_upwards` supplies $w \neq cW$ and $w > 0$, and the latter gives $cW + w \neq 0$.

`linResp_continuousAt` and `linResp_half_continuousAt` state that $L(w)$ and $L(w/2)$ are continuous where their denominators do not vanish.

In `quadResp_double_pole`, `hL` is the finite limit of the outer factor, where `nlinarith` refutes $(2W)^2 = W^2$ from $W^2 > 0$. The term `(hL.const_mul g).mul ((linResp_residue two_pos hW).pow 2)` is the grouping $g\,L\,[\dots]^2$, `hval` evaluates the product of limits with `field_simp`, and the final `ring` checks that the grouped expression equals $(w-2W)^2F(w)$. `harmResp_pole` repeats this with `.pow n`, using $(n^2-1)W^2 > 0$ (`h4`) for the continuity of the outer factor. `quadResp_single_pole` uses `linResp_residue one_pos hW` for the outer factor and continuity for the inner ones.

`diverges_of_pole` follows the displayed splitting of $|f|$. It shows that $|(w-a)^k|$ tends to $0$ through positive values (`h0`), inverts it with `tendsto_inv_nhdsGT_zero`, and multiplies by the factor with positive limit through `atTop_mul_pos`. `quadResp_pole_order` applies it to $(w-2W)F$ and obtains the cubic case from `h1.mul h`.

`quadResp_diverges_iff` proves the forward direction by contradiction. `sq_eq_sq₀` turns $w_0 \neq W$ and $w_0 \neq 2W$ into the two inequalities of squares, `h3` is the finite limit, and `not_tendsto_atTop_of_tendsto_nhds` says that a finite limit excludes divergence. The reverse direction feeds the two limit theorems, whose values are nonzero for $g \neq 0$, into `diverges_of_pole`.

## Zero coupling, negative frequency and the first harmonic

The following examples are short calculations that the file does not contain. For $g = 0$ the function $F$ vanishes identically. The limit at $2W$ still holds, with value $0$, but $|F|$ does not diverge at $W$ or at $2W$, so the equivalence fails from right to left.

Without $w_0 > 0$ it fails from left to right. $F$ is even in $w$, so for $W = 1$, $g = 1$ it diverges at $w_0 = -2$, which is neither $1$ nor $2$.

For $n = 1$ one has $F_1 = g\,L(w)^2$, and the outer factor is resonant together with the inner one. With $W = 1$, $g = 1$,
$$(w-1)F_1(w) = \frac{1}{(w-1)(w+1)^2},$$
which has no finite limit as $w \to 1$.
